# Matching isolated-atom levels does not guarantee transferability: a two-orbital example

A pseudo-atom can be accepted because its levels agree with those of the isolated reference atom, and then give wrong levels as soon as the atom has neighbours. Two orbitals are enough for this to happen. Take a reference atom with orbital energies 0 and 3 eV and a coupling of 2 eV, and a pseudo-atom with the same coupling but orbital energies 3 and 0 eV. Isolated, both have levels at −1 and 4 eV. Now let the surroundings raise the first orbital energy by 3 eV in each. The reference levels become 1 and 5 eV, while the pseudo-atom gives 3 ± √13, about −0.61 and 6.61 eV.

For orbital energies 0 and a, coupling t and shift x, all real, the two shifted models have the same levels exactly when a x = 0. A general criterion for matrices of any finite size lies behind this, and it assumes that the environment changes one orbital energy and nothing else.

Levels are compared through the characteristic polynomial

χ(A)(λ) = det(λ1 − A),

whose zeros, counted with multiplicity, are the levels when A is the Hermitian matrix of the Hamiltonian in an orthonormal basis. In Lean this is `A.charpoly`. The general theorems hold for matrices over a field `K`, which can be the real or the complex numbers, with n + 1 orbitals numbered from 0 to n. The "first orbital" is therefore orbital 0.

```lean
import Mathlib

open Polynomial

namespace PseudopotentialTransferability

variable {K : Type*} [Field K] {n : ℕ}
```

## The environment acts on one orbital energy

The number x stands for the electrostatic and overlap effects of neighbouring atoms on orbital 0, for instance because that orbital reaches further out than the others. The couplings and the other orbital energies stay as they were. This assumption is built into a definition: `Matrix.single 0 0 x` is the matrix with x in entry (0,0) and zeros elsewhere.

```lean
/-- The Hamiltonian `A` in an environment that shifts the energy of the first orbital by `x`. -/
def siteShift (A : Matrix (Fin (n + 1)) (Fin (n + 1)) K) (x : K) :
    Matrix (Fin (n + 1)) (Fin (n + 1)) K :=
  A + Matrix.single 0 0 x
```

Write Aₓ for the shifted matrix and A' for the block left after deleting row 0 and column 0.

```lean
/-- The block of the Hamiltonian `A` that remains when the first orbital is deleted. -/
def restBlock (A : Matrix (Fin (n + 1)) (Fin (n + 1)) K) : Matrix (Fin n) (Fin n) K :=
  A.submatrix Fin.succ Fin.succ
```

To find the effect on the levels, put M = λ1 − A and expand its determinant along row 0:

det M = Σⱼ (−1)ʲ M₀ⱼ det M⁽⁰ʲ⁾, with j = 0, …, n,

where M⁽⁰ʲ⁾ is M without row 0 and column j. The shift replaces M₀₀ by M₀₀ − x. It changes no other entry of row 0, and it changes none of the minors, because they don't contain row 0. Hence

χ(Aₓ) = (M₀₀ − x) det M⁽⁰⁰⁾ + Σⱼ≥₁ (−1)ʲ M₀ⱼ det M⁽⁰ʲ⁾ = det M − x det M⁽⁰⁰⁾.

Since M⁽⁰⁰⁾ = λ1 − A', this reads

χ(Aₓ) = χ(A) − x χ(A').

For a single orbital A' is the empty matrix with χ(A') = 1, and the formula gives λ − A₀₀ − x, as it should.

```lean
/-- Shifting the first orbital energy by `x` changes the characteristic polynomial by `-x` times
the characteristic polynomial of the remaining block. -/
theorem charpoly_siteShift (A : Matrix (Fin (n + 1)) (Fin (n + 1)) K) (x : K) :
    (siteShift A x).charpoly = A.charpoly - C x * (restBlock A).charpoly := by
  -- the shift enters only the first entry of the first row
  have hrow : ∀ j : Fin (n + 1),
      (Matrix.charmatrix (siteShift A x)).submatrix Fin.succ (Fin.succAbove j) =
        (Matrix.charmatrix A).submatrix Fin.succ (Fin.succAbove j) := by
    intro j
    refine Matrix.ext fun i k => ?_
    simp [siteShift, Matrix.charmatrix_apply, (Fin.succ_ne_zero i).symm]
  have h0 : Matrix.charmatrix (siteShift A x) 0 0 = Matrix.charmatrix A 0 0 - C x := by
    simp only [siteShift, Matrix.charmatrix_apply, Matrix.add_apply, Matrix.single_apply_same,
      map_add]
    ring
  have hs : ∀ j : Fin n,
      Matrix.charmatrix (siteShift A x) 0 j.succ = Matrix.charmatrix A 0 j.succ := by
    intro j
    simp [siteShift, (Fin.succ_ne_zero j).symm]
  have hm : (Matrix.charmatrix A).submatrix Fin.succ (Fin.succAbove 0) =
      Matrix.charmatrix (restBlock A) := by
    refine Matrix.ext fun i k => ?_
    simp [restBlock, Matrix.charmatrix_apply, Matrix.diagonal_apply]
  -- expand both secular determinants along the first row
  unfold Matrix.charpoly
  rw [Matrix.det_succ_row_zero, Matrix.det_succ_row_zero (Matrix.charmatrix A),
    Fin.sum_univ_succ, Fin.sum_univ_succ]
  simp only [hrow, h0, hs, hm, Fin.val_zero, pow_zero]
  ring
```

In the Lean proof, `hrow` says that the minors are unchanged, `h0` and `hs` describe row 0 after the shift, and `hm` identifies the minor for j = 0 with the block A'. `Matrix.det_succ_row_zero` is the expansion along row 0, and `Fin.sum_univ_succ` splits off its term j = 0. `C x` is the number x regarded as a constant polynomial.

With two or more orbitals, an environment that raised all orbital energies by the same nonzero x would not obey this formula. Every level would then move by x, and two models that match when isolated would go on matching. The disagreement in the opening example comes from an environment that distinguishes between the orbitals.

## The isolated levels already match

The hypothesis `h` of the next theorem says χ(A) = χ(B). It is the model's version of the level matching imposed when a pseudo-atom is constructed: A is the reference, B its replacement, and their isolated levels agree with multiplicity. Practical constructions match valence levels only and often impose further conditions, such as norm conservation, which the model leaves out. In the derivation by hand, `h` is used when the formula for B is subtracted from the formula for A:

χ(Aₓ) − χ(Bₓ) = χ(A) − χ(B) − x (χ(A') − χ(B')) = −x (χ(A') − χ(B')).

The product on the right vanishes exactly when x = 0 or χ(A') = χ(B'). Transferability under a nonzero shift thus depends on the levels that each model would have with orbital 0 removed.

```lean
/-- Let two Hamiltonians have the same characteristic polynomial when isolated. After a shift `x`
of the first orbital energy they still agree if and only if `x = 0` or their remaining blocks have
the same characteristic polynomial. -/
theorem transferable_iff (A B : Matrix (Fin (n + 1)) (Fin (n + 1)) K)
    (h : A.charpoly = B.charpoly) (x : K) :
    (siteShift A x).charpoly = (siteShift B x).charpoly ↔
      x = 0 ∨ (restBlock A).charpoly = (restBlock B).charpoly := by
  rw [charpoly_siteShift A, charpoly_siteShift B, h]
  constructor
  · intro e
    have hz : C x * ((restBlock A).charpoly - (restBlock B).charpoly) = 0 := by
      linear_combination -e
    rcases mul_eq_zero.mp hz with hx | hq
    · exact Or.inl (Polynomial.C_eq_zero.mp hx)
    · exact Or.inr (sub_eq_zero.mp hq)
  · rintro (hx | hq)
    · simp [hx]
    · rw [hq]
```

The proof rewrites with `charpoly_siteShift` for both matrices and then with `h`. In the forward direction `linear_combination` forms the product, and `mul_eq_zero` gives the two cases. In the backward direction either case is substituted.

Without `h` the criterion fails already for one orbital. Take A = (0) and B = (1). The remaining blocks are empty and therefore agree, yet the levels x and 1 + x differ for every x.

The assumption that `K` is a field is used in the forward direction, where a vanishing product must have a vanishing factor. What is needed is the absence of zero divisors. In the integers modulo 6, the matrices with diagonals (0, 3) and (3, 0) and equal couplings still agree after the shift x = 2, because 2 · 3 = 0 there, although x ≠ 0 and the remaining blocks differ. Real and complex energies raise no such difficulty.

## Two environments that differ

Suppose that the models have been compared in two environments, with shifts x and y, and agreed in both. The hypothesis `hxy : x ≠ y` says that the environments really are different. Agreement of the isolated atoms is not assumed this time. Put

p = χ(A) − χ(B) and q = χ(A') − χ(B').

The two comparisons say

p − x q = 0 and p − y q = 0.

Subtracting them gives (x − y) q = 0. Because x ≠ y, it follows that q = 0, and then p = 0. For any third shift z the difference p − z q is zero as well.

```lean
/-- If the characteristic polynomials of two Hamiltonians agree for two different shifts of the
first orbital energy, they agree for every such shift. -/
theorem two_tests_suffice (A B : Matrix (Fin (n + 1)) (Fin (n + 1)) K) {x y : K} (hxy : x ≠ y)
    (hx : (siteShift A x).charpoly = (siteShift B x).charpoly)
    (hy : (siteShift A y).charpoly = (siteShift B y).charpoly) (z : K) :
    (siteShift A z).charpoly = (siteShift B z).charpoly := by
  rw [charpoly_siteShift A, charpoly_siteShift B] at hx hy ⊢
  -- subtracting the two tests isolates the remaining blocks
  have hz : C (x - y) * ((restBlock A).charpoly - (restBlock B).charpoly) = 0 := by
    rw [Polynomial.C_sub]
    linear_combination hy - hx
  have hq : (restBlock A).charpoly = (restBlock B).charpoly := by
    rcases mul_eq_zero.mp hz with h | h
    · exact absurd (sub_eq_zero.mp (Polynomial.C_eq_zero.mp h)) hxy
    · exact sub_eq_zero.mp h
  have hp : A.charpoly = B.charpoly := by
    linear_combination hx + C x * hq
  rw [hp, hq]
```

The Lean names `hz`, `hq` and `hp` mark these three stages: the product, the vanishing of q and the vanishing of p. The hypothesis `hxy` rules out the case in which the factor x − y is zero.

With x = y there is only one comparison, and it can succeed by coincidence. The opening example does so at x = 0 and fails at x = 3 eV. Since x = 0 is an allowed environment, matching isolated levels together with a match at one nonzero shift is enough for all shifts of this kind. The theorem says nothing about environments that change other matrix elements.

## The same orbital is shifted in both atoms

The pair from the opening is now written with general real a and t. The reference atom has orbital energies 0 and a.

```lean
/-- The reference atom: orbital energies `0` and `a`, coupled by `t`. -/
def refModel (a t : ℝ) : Matrix (Fin 2) (Fin 2) ℝ := !![0, t; t, a]
```

The pseudo-atom has them interchanged. The name `pseudoModel` refers to its role as a replacement; the matrix is not derived from a pseudopotential.

```lean
/-- The pseudo-atom: the same coupling `t`, with the two orbital energies interchanged. -/
def pseudoModel (a t : ℝ) : Matrix (Fin 2) (Fin 2) ℝ := !![a, t; t, 0]
```

Both matrices have trace a and determinant −t², so both have the characteristic polynomial

λ² − a λ − t².

The Lean proof uses the same two quantities, through `Matrix.charpoly_fin_two`.

```lean
/-- The isolated reference atom and pseudo-atom have the same characteristic polynomial. -/
theorem isolated_levels_agree (a t : ℝ) :
    (refModel a t).charpoly = (pseudoModel a t).charpoly := by
  rw [Matrix.charpoly_fin_two, Matrix.charpoly_fin_two]
  simp [refModel, pseudoModel, Matrix.trace_fin_two, Matrix.det_fin_two]
```

The physical hypothesis here is that orbital 0 of the pseudo-atom stands for orbital 0 of the reference atom, so that the same surroundings shift entry (0,0) in both. It is expressed by applying the same `siteShift` to the two matrices. After the shift the diagonals are (x, a) and (a + x, 0). The traces are still equal, but the determinants are a x − t² and −t²:

reference: λ² − (a + x) λ + a x − t²

pseudo-atom: λ² − (a + x) λ − t²

The difference is the constant a x.

```lean
/-- After a shift `x` of the first orbital energy, the characteristic polynomials of the reference
atom and the pseudo-atom differ by the constant `a * x`. -/
theorem transfer_error (a t x : ℝ) :
    (siteShift (refModel a t) x).charpoly - (siteShift (pseudoModel a t) x).charpoly =
      C (a * x) := by
  have h1 : siteShift (refModel a t) x = !![x, t; t, a] := by
    ext i j
    fin_cases i <;> fin_cases j <;> simp [siteShift, refModel]
  have h2 : siteShift (pseudoModel a t) x = !![a + x, t; t, 0] := by
    ext i j
    fin_cases i <;> fin_cases j <;> simp [siteShift, pseudoModel]
  -- the traces agree, so only the determinants contribute
  rw [h1, h2, Matrix.charpoly_fin_two, Matrix.charpoly_fin_two]
  simp only [Matrix.trace_fin_two_of, Matrix.det_fin_two_of, map_add, map_sub, map_mul, map_zero]
  ring
```

In the proof `h1` and `h2` write out the shifted matrices entry by entry, and `ring` subtracts the polynomials. Despite its name, `transfer_error` does not give the error of a level: a x is a difference of polynomials and has the dimension of energy squared.

A constant polynomial is zero exactly when the constant is zero, which gives the criterion for the pair.

```lean
/-- After a shift `x` of the first orbital energy, the reference atom and the pseudo-atom have the
same characteristic polynomial if and only if `a * x = 0`. -/
theorem pair_transferable_iff (a t x : ℝ) :
    (siteShift (refModel a t) x).charpoly = (siteShift (pseudoModel a t) x).charpoly ↔
      a * x = 0 := by
  rw [← sub_eq_zero, transfer_error, Polynomial.C_eq_zero]
```

This agrees with the general criterion. The remaining blocks are (a) and (0), and their characteristic polynomials λ − a and λ coincide only for a = 0.

If the shift were applied to orbital 1 of the pseudo-atom instead, the two matrices would differ only in the numbering of their orbitals, and their levels would agree for every x. What the pseudo-atom gets wrong is the character of its states. In the opening example the normalised state at −1 eV has weight 4/5 on orbital 0 in the reference atom and 1/5 in the pseudo-atom. By first-order perturbation theory, which I add as an illustration and which has no part in the Lean proofs, a small shift x moves this level by 0.8 x in one and by 0.2 x in the other.

## Distinct orbital energies and a nonzero shift

The last hypothesis, `hax : a * x ≠ 0`, combines two physical conditions: the orbital energies differ, and the environment has an effect. Under it the disagreement is complete, in the sense that the shifted atoms have no level in common. Suppose that E were a level of both. Both polynomials would vanish at λ = E, and so would their difference. But the difference equals a x at every λ, so a x = 0, contrary to the hypothesis.

```lean
/-- If `a * x ≠ 0`, no energy `E` is a zero of the characteristic polynomials of both the shifted
reference atom and the shifted pseudo-atom. -/
theorem no_common_level (a t x : ℝ) (hax : a * x ≠ 0) (E : ℝ) :
    ¬ ((siteShift (refModel a t) x).charpoly.IsRoot E ∧
      (siteShift (pseudoModel a t) x).charpoly.IsRoot E) := by
  rintro ⟨h1, h2⟩
  -- evaluate the constant difference at the supposed common level
  have h := congrArg (Polynomial.eval E) (transfer_error a t x)
  rw [Polynomial.eval_sub, Polynomial.IsRoot.def.mp h1, Polynomial.IsRoot.def.mp h2,
    Polynomial.eval_C, sub_zero] at h
  exact hax h.symm

end PseudopotentialTransferability
```

`IsRoot E` says that E is a zero of the polynomial. The proof evaluates `transfer_error` at E and arrives at a x = 0, which `hax` excludes.

Without the hypothesis the conclusion is reversed. If a = 0, the two matrices are identical; if x = 0, the atoms are isolated. In either case they share both levels.

## From one number x to a silicon atom

When a pseudopotential for silicon is generated from the configuration 3s² 3p², its 3s and 3p levels agree with the all-electron levels by construction. The two atoms are then recomputed self-consistently in another configuration, such as 3s¹ 3p³, and the levels are compared again. The changed screening potential takes the part of x. The 3s and 3p orbitals are not the two coupled orbitals of the example, however. In a spherical atom they do not mix, and each level is matched in its own angular-momentum channel. The two orbitals of the example, with t ≠ 0, would have to be basis functions of the same symmetry.

In an ultrasoft calculation for a solid, the surroundings also enter the coefficients Dᵢⱼ of the nonlocal potential. These contain the integral of the effective local potential with the augmentation functions Qᵢⱼ, and they are updated as the density changes.

The step from the model to these calculations that no hypothesis supplies is the replacement of the whole change of potential by the same number x in the same matrix entry of both atoms. The model is also non-interacting and has an orthonormal basis, whereas ultrasoft pseudopotentials lead to a generalised eigenvalue problem with an overlap operator. For electronic structure, the result shows within this finite, one-parameter model that agreement of the levels in the reference configuration does not by itself determine their response to a new environment.

```lean
#print axioms PseudopotentialTransferability.transferable_iff
#print axioms PseudopotentialTransferability.isolated_levels_agree
#print axioms PseudopotentialTransferability.pair_transferable_iff
#print axioms PseudopotentialTransferability.no_common_level
```

```
'PseudopotentialTransferability.transferable_iff' depends on axioms: [propext, Classical.choice, Quot.sound]
'PseudopotentialTransferability.isolated_levels_agree' depends on axioms: [propext, Classical.choice, Quot.sound]
'PseudopotentialTransferability.pair_transferable_iff' depends on axioms: [propext, Classical.choice, Quot.sound]
'PseudopotentialTransferability.no_common_level' depends on axioms: [propext, Classical.choice, Quot.sound]
```
